# One zero-field quadrupole line for spin 3/2 with nonzero coupling

## A nucleus in an electric field gradient

A chlorine-35 nucleus in a crystal has spin 3/2 and an electric quadrupole moment. With no magnetic field applied, its four spin states can still differ in energy, because the surrounding charges produce an electric field gradient that acts on the quadrupole moment. Four distinct levels could give up to six different transition energies. How many are there when the gradient has no axial symmetry?

In the principal axes of the gradient, with spin operators in units of $\hbar$, the Hamiltonian is

$$H = A\left(3I_z^2 - \tfrac{15}{4} + \eta\,(I_x^2 - I_y^2)\right).$$

The real constant $A$ is an energy, $A = eQV_{zz}/12$ for spin 3/2. Here $e$ is the elementary charge, $Q$ is the nuclear quadrupole moment expressed as an area, and $V_{zz}$ is the second derivative of the electrostatic potential along $z$ at the nucleus. The quadrupole coupling constant usually quoted, $eQV_{zz}$ in energy units, is therefore $12A$. The real number $\eta = (V_{xx}-V_{yy})/V_{zz}$ measures the departure from axial symmetry about $z$. The number $15/4$ is $I(I+1)$ for $I=3/2$.

## Two levels and one gap

Write $\Delta = 6|A|\sqrt{1+\eta^2/3}$. For all real $A$ and $\eta$:

- $H$ is traceless and $H^2 = A^2(9+3\eta^2)\,\mathbb 1$ (`quadH_trace_and_sq`).
- The characteristic polynomial is $(x^2 - A^2(9+3\eta^2))^2$ (`quadH_charpoly`).
- A complex number is an energy level exactly when it equals $\Delta/2$ or $-\Delta/2$ (`isLevel_iff`).
- $H$ commutes with $I_x$ exactly when $A=0$ or $\eta=-3$ (`commute_Ix_iff`).

If in addition $A\neq 0$, the set of positive level differences is $\{\Delta\}$ (`single_resonance_line`).

In Lean, `Ix`, `Iy` and `Iz` are explicit complex $4\times4$ matrices. The indices 0, 1, 2, 3 stand for $m = 3/2, 1/2, -1/2, -3/2$. The Hamiltonian `quadH A η` is defined by the operator formula above, and its matrix form is a theorem. `IsLevel A η E` says that $H$ has a nonzero eigenvector with eigenvalue $E$; here $E$ may be complex, and its reality is a result. `resonanceLines A η` collects every positive real difference of two levels, and `lineGap A η` is $\Delta$. Both are energies, so a frequency requires division by Planck's constant.

This notion of a line involves no selection rule, intensity or width. The model is a single nucleus in a static gradient, without a Zeeman term or coupling to other spins. The theorems allow any real $\eta$, while the usual ordering of the principal axes restricts it to $0\le\eta\le1$.

An electronic-structure calculation of the gradient supplies $A$ and $\eta$ once the quadrupole moment is given, and in this isolated-nucleus, zero-field model they predict the line position. Conversely, that position fixes only the combination $|A|\sqrt{1+\eta^2/3}$, not $A$ and $\eta$ separately.

## The matrix splits into two blocks

Since $I_z^2$ has diagonal entries $9/4, 1/4, 1/4, 9/4$, the operator $3I_z^2-15/4$ has diagonal entries $3,-3,-3,3$.

For the asymmetry term, set $I_\pm = I_x \pm iI_y$. Then

$$I_\pm^2 = I_x^2 - I_y^2 \pm i(I_xI_y+I_yI_x), \qquad I_x^2-I_y^2=\tfrac12(I_+^2+I_-^2).$$

The nonzero entries of $I_+$ are $\sqrt3$ from $m=1/2$ to $3/2$, $2$ from $-1/2$ to $1/2$, and $\sqrt3$ from $-3/2$ to $-1/2$. Hence $I_+^2$ has the entry $2\sqrt3$ from $-1/2$ to $3/2$ and from $-3/2$ to $1/2$. Half of this is $\sqrt3$, and $I_-^2$ supplies the transposed entries.

With $p=3A$ and $b=\sqrt3A\eta$, the Hamiltonian is therefore

$$H=\begin{pmatrix}p&0&b&0\\0&-p&0&b\\b&0&-p&0\\0&b&0&p\end{pmatrix}.$$

It couples only states whose $m$ differs by two. The pairs $(3/2,-1/2)$ and $(1/2,-3/2)$ give the separate blocks

$$\begin{pmatrix}p&b\\b&-p\end{pmatrix},\qquad \begin{pmatrix}-p&b\\b&p\end{pmatrix}.$$

Each block has trace zero and square $(p^2+b^2)\mathbb 1$, with $p^2+b^2=9A^2+3A^2\eta^2=A^2(9+3\eta^2)$. Each has characteristic polynomial $(x-p)(x+p)-b^2=x^2-(p^2+b^2)$. Their product is the stated polynomial for $H$.

## From the polynomial to the line

The levels are the roots, so $E^2=A^2(9+3\eta^2)$. On the other hand,

$$\Delta^2=36A^2\left(1+\frac{\eta^2}{3}\right)=4A^2(9+3\eta^2),$$

which gives $E^2=(\Delta/2)^2$ and $E=\pm\Delta/2$. The possible differences of two levels are $0$, $\Delta$ and $-\Delta$. For $A\ne0$ we have $\Delta>0$, and $\Delta$ is the only positive one.

The condition $A\neq0$ matters. Take $A=0$ and $\eta=0$: then $H=0$, the only level is $0$, and there is no positive difference. The set of lines is empty, whereas $\{\Delta\}=\{0\}$ has one element.

## Driving the transition along x

A magnetic field along $x$ acts through $I_x$. The entry of $HI_x-I_xH$ between $m=3/2$ and $m=1/2$ is

$$\left(3A\,\frac{\sqrt3}{2}+\sqrt3A\eta\right)-\frac{\sqrt3}{2}(-3A)=\sqrt3A(\eta+3).$$

If the commutator vanishes, then $A=0$ or $\eta=-3$. Conversely, $A=0$ gives $H=0$. For $\eta=-3$, using $I_y^2+I_z^2=15/4-I_x^2$,

$$H=A\left(3(I_y^2+I_z^2)-3I_x^2-\tfrac{15}{4}\right)=-2A\left(3I_x^2-\tfrac{15}{4}\right),$$

which commutes with $I_x$. This is a gradient that is axial about $x$.

For $A\ne0$, let $P_\pm$ project onto the levels $\pm\Delta/2$. Then $H=\tfrac{\Delta}{2}(P_+-P_-)$ and

$$HI_x-I_xH=\Delta\,(P_+I_xP_--P_-I_xP_+).$$

A nonzero commutator thus means that $I_x$ connects the two levels. The Lean theorem supplies the commutator criterion; this last step to transition matrix elements is an argument by hand.

## The Lean file

```lean
import Mathlib

open Matrix Polynomial

namespace SpinThreeHalvesQuadrupole

noncomputable section

/-- The real number `√3`, regarded as a complex matrix entry. -/
def r3 : ℂ := ((√3 : ℝ) : ℂ)

/-- The spin-3/2 matrix `Ix` in the basis `m = 3/2, 1/2, -1/2, -3/2`. -/
def Ix : Matrix (Fin 4) (Fin 4) ℂ :=
  !![0, r3 / 2, 0, 0; r3 / 2, 0, 1, 0; 0, 1, 0, r3 / 2; 0, 0, r3 / 2, 0]

/-- The spin-3/2 matrix `Iy` in the same basis. -/
def Iy : Matrix (Fin 4) (Fin 4) ℂ :=
  !![0, -(Complex.I * r3 / 2), 0, 0; Complex.I * r3 / 2, 0, -Complex.I, 0;
     0, Complex.I, 0, -(Complex.I * r3 / 2); 0, 0, Complex.I * r3 / 2, 0]

/-- The spin-3/2 matrix `Iz`, diagonal with entries `3/2, 1/2, -1/2, -3/2`. -/
def Iz : Matrix (Fin 4) (Fin 4) ℂ :=
  !![3 / 2, 0, 0, 0; 0, 1 / 2, 0, 0; 0, 0, -(1 / 2), 0; 0, 0, 0, -(3 / 2)]

/-- The quadrupole Hamiltonian `A (3 Iz² - 15/4 + η (Ix² - Iy²))`. -/
def quadH (A η : ℝ) : Matrix (Fin 4) (Fin 4) ℂ :=
  (A : ℂ) • ((3 : ℂ) • Iz ^ 2 - (15 / 4 : ℂ) • (1 : Matrix (Fin 4) (Fin 4) ℂ)
    + (η : ℂ) • (Ix ^ 2 - Iy ^ 2))

/-- `E` is an energy level if the quadrupole Hamiltonian has a nonzero eigenvector for `E`. -/
def IsLevel (A η : ℝ) (E : ℂ) : Prop :=
  ∃ v : Fin 4 → ℂ, v ≠ 0 ∧ quadH A η *ᵥ v = E • v

/-- The resonance lines, in energy units: all positive differences of two energy levels. -/
def resonanceLines (A η : ℝ) : Set ℝ :=
  {d | 0 < d ∧ ∃ E E' : ℂ, IsLevel A η E ∧ IsLevel A η E' ∧ E' - E = (d : ℂ)}

/-- The energy `6 |A| √(1 + η²/3)`. -/
def lineGap (A η : ℝ) : ℝ := 6 * |A| * √(1 + η ^ 2 / 3)

/-- The matrix entry `√3` squares to three. -/
theorem r3_sq : r3 ^ 2 = 3 := by
  have h : (√3 : ℝ) ^ 2 = 3 := Real.sq_sqrt (by norm_num)
  unfold r3
  exact_mod_cast h

set_option maxHeartbeats 400000 in
/-- The commutators of `Iz` with the transverse spin matrices are those of an angular
momentum. -/
theorem spin_commutators_z :
    Iy * Iz - Iz * Iy = Complex.I • Ix ∧ Iz * Ix - Ix * Iz = Complex.I • Iy := by
  have h3 := r3_sq
  have hI := Complex.I_sq
  refine ⟨?_, ?_⟩ <;> ext i j <;> fin_cases i <;> fin_cases j <;>
    simp [Ix, Iy, Iz] <;> grind

set_option maxHeartbeats 400000 in
/-- The commutator of `Ix` and `Iy` is `i Iz`, and the total spin squared is `15/4`. -/
theorem spin_commutator_xy_and_square :
    Ix * Iy - Iy * Ix = Complex.I • Iz ∧
    Ix ^ 2 + Iy ^ 2 + Iz ^ 2 = (15 / 4 : ℂ) • (1 : Matrix (Fin 4) (Fin 4) ℂ) := by
  have h3 := r3_sq
  have hI := Complex.I_sq
  refine ⟨?_, ?_⟩ <;> ext i j <;> fin_cases i <;> fin_cases j <;>
    simp [Ix, Iy, Iz, pow_two] <;> grind

/-- In the `Iz` basis the quadrupole Hamiltonian has diagonal `3A, -3A, -3A, 3A`, and the
asymmetry couples states whose `m` differs by two. -/
theorem quadH_eq (A η : ℝ) :
    quadH A η = !![3 * (A : ℂ), 0, r3 * A * η, 0; 0, -(3 * (A : ℂ)), 0, r3 * A * η;
      r3 * A * η, 0, -(3 * (A : ℂ)), 0; 0, r3 * A * η, 0, 3 * (A : ℂ)] := by
  have h3 := r3_sq
  have hI := Complex.I_sq
  ext i j
  fin_cases i <;> fin_cases j <;>
    simp [quadH, Ix, Iy, Iz, pow_two] <;> grind

/-- The quadrupole Hamiltonian is traceless and its square is `A² (9 + 3η²)` times the
identity. -/
theorem quadH_trace_and_sq (A η : ℝ) :
    (quadH A η).trace = 0 ∧
    quadH A η ^ 2 = ((A : ℂ) ^ 2 * (9 + 3 * (η : ℂ) ^ 2)) • (1 : Matrix (Fin 4) (Fin 4) ℂ) := by
  have h3 := r3_sq
  rw [quadH_eq]
  constructor
  · simp [Matrix.trace, Fin.sum_univ_four]
  · ext i j
    fin_cases i <;> fin_cases j <;>
      simp [pow_two, Matrix.mul_apply, Fin.sum_univ_four] <;> grind

/-- Characteristic polynomial of two interleaved two-level blocks with diagonal entries `±p`
and coupling `b`. -/
theorem charpoly_blocks (p b : ℂ) :
    (!![p, 0, b, 0; 0, -p, 0, b; b, 0, -p, 0; 0, b, 0, p] :
      Matrix (Fin 4) (Fin 4) ℂ).charpoly = (X ^ 2 - C (p ^ 2 + b ^ 2)) ^ 2 := by
  -- for entries in `ℂ[X]`, the determinant of this pattern is a perfect square
  have hdet : ∀ a c d : ℂ[X],
      (!![a, 0, d, 0; 0, c, 0, d; d, 0, c, 0; 0, d, 0, a] :
        Matrix (Fin 4) (Fin 4) ℂ[X]).det = (a * c - d ^ 2) ^ 2 := by
    intro a c d
    simp [Matrix.det_succ_row_zero, Fin.sum_univ_succ, Fin.succAbove]
    ring
  have hchar : (!![p, 0, b, 0; 0, -p, 0, b; b, 0, -p, 0; 0, b, 0, p] :
      Matrix (Fin 4) (Fin 4) ℂ).charmatrix =
      !![X - C p, 0, -C b, 0; 0, X + C p, 0, -C b;
         -C b, 0, X + C p, 0; 0, -C b, 0, X - C p] := by
    ext1 i j
    fin_cases i <;> fin_cases j <;> simp
  rw [Matrix.charpoly, hchar, hdet, C_add, C_pow, C_pow]
  ring

/-- The characteristic polynomial of the quadrupole Hamiltonian is
`(x² - A² (9 + 3η²))²`. -/
theorem quadH_charpoly (A η : ℝ) :
    (quadH A η).charpoly = (X ^ 2 - C ((A : ℂ) ^ 2 * (9 + 3 * (η : ℂ) ^ 2))) ^ 2 := by
  have h : (3 * (A : ℂ)) ^ 2 + (r3 * A * η) ^ 2 = (A : ℂ) ^ 2 * (9 + 3 * (η : ℂ) ^ 2) := by
    linear_combination (A : ℂ) ^ 2 * (η : ℂ) ^ 2 * r3_sq
  rw [quadH_eq, charpoly_blocks, h]

/-- The energy levels are exactly plus and minus half of `6 |A| √(1 + η²/3)`. -/
theorem isLevel_iff (A η : ℝ) (E : ℂ) :
    IsLevel A η E ↔ E = (lineGap A η : ℂ) / 2 ∨ E = -((lineGap A η : ℂ) / 2) := by
  have hr : lineGap A η ^ 2 = 4 * (A ^ 2 * (9 + 3 * η ^ 2)) := by
    unfold lineGap
    rw [mul_pow, mul_pow, sq_abs, Real.sq_sqrt (by positivity)]
    ring
  have hg : (lineGap A η : ℂ) ^ 2 = 4 * ((A : ℂ) ^ 2 * (9 + 3 * (η : ℂ) ^ 2)) := by
    exact_mod_cast hr
  have hs : ∀ v : Fin 4 → ℂ,
      (Matrix.scalar (Fin 4) E - quadH A η) *ᵥ v = E • v - quadH A η *ᵥ v := by
    intro v
    rw [Matrix.sub_mulVec]
    congr 1
    ext i
    simp [Matrix.scalar_apply, Matrix.mulVec_diagonal]
  -- levels are the roots of the characteristic polynomial
  have hroot : IsLevel A η E ↔ (quadH A η).charpoly.eval E = 0 := by
    rw [Matrix.eval_charpoly, ← Matrix.exists_mulVec_eq_zero_iff]
    constructor
    · rintro ⟨v, hv, h⟩
      exact ⟨v, hv, by rw [hs, h, sub_self]⟩
    · rintro ⟨v, hv, h⟩
      exact ⟨v, hv, (sub_eq_zero.mp ((hs v).symm.trans h)).symm⟩
  rw [hroot, quadH_charpoly, eval_pow, eval_sub, eval_pow, eval_X, eval_C,
    pow_eq_zero_iff two_ne_zero, ← sq_eq_sq_iff_eq_or_eq_neg]
  constructor
  · intro h
    linear_combination h - hg / 4
  · intro h
    linear_combination h + hg / 4

/-- For nonzero coupling the quadrupole spectrum consists of a single resonance line, at
`6 |A| √(1 + η²/3)`. -/
theorem single_resonance_line (A η : ℝ) (hA : A ≠ 0) :
    resonanceLines A η = {lineGap A η} := by
  have hpos : 0 < lineGap A η := by
    have := abs_pos.mpr hA
    unfold lineGap
    positivity
  ext d
  simp only [resonanceLines, Set.mem_ofPred_eq, Set.mem_singleton_iff]
  constructor
  · rintro ⟨hd, E, E', h, h', he⟩
    rw [isLevel_iff] at h h'
    -- a difference of two levels is zero or plus or minus the gap
    have hc : (d : ℂ) = ((0 : ℝ) : ℂ) ∨ (d : ℂ) = ((lineGap A η : ℝ) : ℂ) ∨
        (d : ℂ) = ((-lineGap A η : ℝ) : ℂ) := by
      rw [← he]
      rcases h with h | h <;> rcases h' with h' | h' <;> rw [h, h']
      · left; push_cast; ring
      · right; right; push_cast; ring
      · right; left; ring
      · left; push_cast; ring
    rcases hc with h0 | h0 | h0 <;> have h1 := Complex.ofReal_injective h0 <;> linarith
  · rintro rfl
    exact ⟨hpos, _, _, (isLevel_iff A η _).mpr (Or.inr rfl),
      (isLevel_iff A η _).mpr (Or.inl rfl), by ring⟩

/-- The quadrupole Hamiltonian commutes with `Ix` exactly when `A = 0` or `η = -3`. -/
theorem commute_Ix_iff (A η : ℝ) :
    quadH A η * Ix = Ix * quadH A η ↔ A = 0 ∨ η = -3 := by
  have h3 := r3_sq
  rw [quadH_eq]
  constructor
  · intro h
    -- the entry between m = 3/2 and m = 1/2 decides
    have h01 := congrFun (congrFun h 0) 1
    simp [Ix, Matrix.mul_apply, Fin.sum_univ_four] at h01
    have hk : (A : ℂ) * (η + 3) = 0 := by grind
    have hr : A * (η + 3) = 0 := by exact_mod_cast hk
    rcases mul_eq_zero.mp hr with h0 | h0
    · exact Or.inl h0
    · exact Or.inr (by linarith)
  · rintro (rfl | rfl) <;> ext i j <;> fin_cases i <;> fin_cases j <;>
      simp [Ix, Matrix.mul_apply, Fin.sum_univ_four] <;> grind

end

end SpinThreeHalvesQuadrupole
```

```lean
#print axioms SpinThreeHalvesQuadrupole.spin_commutator_xy_and_square
-- 'SpinThreeHalvesQuadrupole.spin_commutator_xy_and_square' depends on axioms: [propext, Classical.choice, Quot.sound]
#print axioms SpinThreeHalvesQuadrupole.quadH_trace_and_sq
-- 'SpinThreeHalvesQuadrupole.quadH_trace_and_sq' depends on axioms: [propext, Classical.choice, Quot.sound]
#print axioms SpinThreeHalvesQuadrupole.single_resonance_line
-- 'SpinThreeHalvesQuadrupole.single_resonance_line' depends on axioms: [propext, Classical.choice, Quot.sound]
#print axioms SpinThreeHalvesQuadrupole.commute_Ix_iff
-- 'SpinThreeHalvesQuadrupole.commute_Ix_iff' depends on axioms: [propext, Classical.choice, Quot.sound]
```

## Checking the spin matrices and the Hamiltonian

`r3_sq` establishes $(\sqrt3)^2=3$ for the complex number used in the matrices. `spin_commutators_z` and `spin_commutator_xy_and_square` verify the three angular-momentum commutators and $I^2=15/4$, so the explicit matrices do represent spin 3/2.

`quadH_eq` turns the operator formula into the block pattern. Its proof compares entries: `ext` and `fin_cases` produce the sixteen cases, `simp` multiplies out the matrices, and `grind` finishes the arithmetic with $(\sqrt3)^2=3$ and $i^2=-1$. It squares $I_x$ and $I_y$ directly, where the derivation above used ladder operators. `quadH_trace_and_sq` then sums the diagonal and checks the square entry by entry.

## The determinant and the eigenvalues

`charpoly_blocks` treats the pattern for arbitrary complex $p$ and $b$. Its step `hdet` expands the $4\times4$ determinant and finds a perfect square, which corresponds to multiplying the two equal block determinants. The step `hchar` identifies $x\mathbb 1-H$ with that pattern. `quadH_charpoly` inserts $p=3A$ and $b=\sqrt3A\eta$ and simplifies $p^2+b^2$.

In `isLevel_iff`, `hr` and `hg` are the identity $\Delta^2=4A^2(9+3\eta^2)$ over the real and complex numbers. The step `hroot` connects eigenvectors with roots: $(E\mathbb 1-H)v=0$ has a nonzero solution exactly when $\det(E\mathbb 1-H)=0$. After the polynomial is inserted, `sq_eq_sq_iff_eq_or_eq_neg` converts between $E^2=(\Delta/2)^2$ and the two signs.

## Comparing levels and testing the commutator

`single_resonance_line` first derives $\Delta>0$ from $A\neq0$. Given a positive difference $d$, it runs through the four choices of two levels. The resulting statement `hc` says that $d$ is $0$, $\Delta$ or $-\Delta$, and `linarith` excludes the first and last by sign. For the reverse inclusion, the levels $-\Delta/2$ and $\Delta/2$ are exhibited as a pair with difference $\Delta$.

`commute_Ix_iff` extracts the entry `h01`, the one computed above, and obtains $A(\eta+3)=0$. For the converse it substitutes $A=0$ or $\eta=-3$ and checks all entries, in place of rewriting $H$ in terms of $I_x^2$.
